# An axial two-centre Coulomb expansion can converge as an iterated sum without converging absolutely

Let two centres lie a distance R > 0 apart on an axis, with one unit charge displaced by R from the first centre, so that it sits on the second, and another displaced by R/2 beyond the second centre: the charges are R/2 apart and their interaction is 2/R in atomic units. If the interaction is expanded in multipoles l about the first centre and m about the second, the sum over m gives (1/R)(2/3)^(l+1) and the sum of these over l gives 2/R, but with absolute values the sums over m become 2^(l+1)/R and their sum diverges.

```lean
import Mathlib

namespace TwoCentreExpansion

noncomputable section

/-- The term of order `(l, m)` in the static two-centre expansion on an axis: the centres are a
distance `R` apart, and `r` and `s` are the displacements from the first and second centre. -/
def twoCentreTerm (R r s : ℝ) (l m : ℕ) : ℝ :=
  ((l + m).choose l : ℝ) * r ^ l * (-s) ^ m / R ^ (l + m + 1)

/-- The one-centre multipole series on an axis, with source distance `D`, is summable exactly when
the field point is closer to the centre than the source. -/
theorem oneCentre_summable_iff {D : ℝ} (hD : 0 < D) (x : ℝ) :
    Summable (fun l : ℕ => x ^ l / D ^ (l + 1)) ↔ |x| < D := by
  have e : (fun l : ℕ => x ^ l / D ^ (l + 1)) = fun l : ℕ => (x / D) ^ l * D⁻¹ := by
    funext l
    rw [div_pow, pow_succ]
    ring
  rw [e, summable_mul_right_iff (inv_ne_zero hD.ne'), summable_geometric_iff_norm_lt_one,
    Real.norm_eq_abs, abs_div, abs_of_pos hD, div_lt_one hD]

/-- For a field point closer to the centre than the source, the one-centre multipole series sums
to the inverse distance `1 / (D - x)`. -/
theorem oneCentre_hasSum {D x : ℝ} (hD : 0 < D) (hx : |x| < D) :
    HasSum (fun l : ℕ => x ^ l / D ^ (l + 1)) (1 / (D - x)) := by
  have hn : ‖x / D‖ < 1 := by
    rw [Real.norm_eq_abs, abs_div, abs_of_pos hD, div_lt_one hD]
    exact hx
  have h := (hasSum_geometric_of_norm_lt_one hn).mul_right D⁻¹
  have e1 : (fun l : ℕ => x ^ l / D ^ (l + 1)) = fun l : ℕ => (x / D) ^ l * D⁻¹ := by
    funext l
    rw [div_pow, pow_succ]
    ring
  have e2 : 1 / (D - x) = (1 - x / D)⁻¹ * D⁻¹ := by
    rw [← mul_inv, sub_mul, one_mul, div_mul_cancel₀ _ hD.ne', one_div]
  rw [e1, e2]
  exact h

/-- For `|s| < R`, summing over the multipoles `m` of the second centre turns the source distance
`R` into the shifted distance `R + s`. -/
theorem inner_hasSum {R s : ℝ} (hR : 0 < R) (hs : |s| < R) (r : ℝ) (l : ℕ) :
    HasSum (fun m : ℕ => twoCentreTerm R r s l m) (r ^ l / (R + s) ^ (l + 1)) := by
  have hn : ‖-s / R‖ < 1 := by
    rw [Real.norm_eq_abs, abs_div, abs_neg, abs_of_pos hR, div_lt_one hR]
    exact hs
  have hD : 0 < R + s := by linarith [neg_abs_le s]
  -- the negative binomial series in -s/R
  have h := (hasSum_choose_mul_geometric_of_norm_lt_one l hn).mul_left (r ^ l / R ^ (l + 1))
  have e1 : (fun m : ℕ => twoCentreTerm R r s l m) = fun m : ℕ =>
      r ^ l / R ^ (l + 1) * (((m + l).choose l : ℝ) * (-s / R) ^ m) := by
    funext m
    unfold twoCentreTerm
    rw [add_comm m l, div_pow, show R ^ (l + m + 1) = R ^ (l + 1) * R ^ m by ring]
    ring
  have e2 : r ^ l / (R + s) ^ (l + 1) =
      r ^ l / R ^ (l + 1) * (1 / (1 - -s / R) ^ (l + 1)) := by
    have e : 1 - -s / R = (R + s) / R := by
      rw [neg_div, sub_neg_eq_add, add_div, div_self hR.ne']
    rw [e, div_pow]
    field_simp
  rw [e1, e2]
  exact h

/-- For displacements of either sign, summation first over `m` and then over `l` converges
absolutely at each stage exactly when `|s| < R` and `|r| < R + s`. -/
theorem iterated_summable_iff {R : ℝ} (hR : 0 < R) (r s : ℝ) :
    ((∀ l : ℕ, Summable (fun m : ℕ => twoCentreTerm R r s l m)) ∧
      Summable (fun l : ℕ => ∑' m : ℕ, twoCentreTerm R r s l m)) ↔
    (|s| < R ∧ |r| < R + s) := by
  -- once |s| < R, the outer series is a one-centre series with distance R + s
  have key : |s| < R → (Summable (fun l : ℕ => ∑' m : ℕ, twoCentreTerm R r s l m) ↔
      |r| < R + s) := by
    intro hs
    have hD : 0 < R + s := by linarith [neg_abs_le s]
    have e : (fun l : ℕ => ∑' m : ℕ, twoCentreTerm R r s l m) =
        fun l : ℕ => r ^ l / (R + s) ^ (l + 1) :=
      funext fun l => (inner_hasSum hR hs r l).tsum_eq
    rw [e, oneCentre_summable_iff hD]
  constructor
  · rintro ⟨h1, h2⟩
    -- the monopole row l = 0 already forces |s| < R
    have h0 := h1 0
    have e : (fun m : ℕ => twoCentreTerm R r s 0 m) =
        fun m : ℕ => (-s) ^ m / R ^ (m + 1) := by
      funext m
      simp [twoCentreTerm]
    rw [e, oneCentre_summable_iff hR, abs_neg] at h0
    exact ⟨h0, (key h0).1 h2⟩
  · rintro ⟨hs, hr⟩
    exact ⟨fun l => (inner_hasSum hR hs r l).summable, (key hs).2 hr⟩

/-- For displacements of either sign, the two-centre terms are absolutely summable over all pairs
`(l, m)` exactly when `|r| + |s| < R`. -/
theorem abs_summable_iff {R : ℝ} (hR : 0 < R) (r s : ℝ) :
    Summable (fun p : ℕ × ℕ => |twoCentreTerm R r s p.1 p.2|) ↔ |r| + |s| < R := by
  -- absolute values are the terms with both charges displaced towards each other
  have e : ∀ l m : ℕ, |twoCentreTerm R r s l m| = twoCentreTerm R |r| (-|s|) l m := by
    intro l m
    unfold twoCentreTerm
    rw [abs_div, abs_of_pos (pow_pos hR _), abs_mul, abs_mul, abs_pow, abs_pow, abs_neg,
      neg_neg, Nat.abs_cast]
  rw [summable_prod_of_nonneg (fun p => abs_nonneg _)]
  simp only [e]
  rw [iterated_summable_iff hR]
  simp only [abs_neg, abs_abs]
  constructor
  · rintro ⟨_, h⟩
    linarith
  · intro h
    exact ⟨by linarith [abs_nonneg r], by linarith⟩

/-- For `r, s ≥ 0`, the static two-centre terms are absolutely summable if and only if `r + s < R`;
yet for `s < R` and `r < R + s`, summing first over `m` and then over `l` converges to `1 / (R + s -
r)`. -/
theorem two_centre_expansion {R r s : ℝ} (hR : 0 < R) (hr : 0 ≤ r) (hs : 0 ≤ s) :
    (Summable (fun p : ℕ × ℕ => |twoCentreTerm R r s p.1 p.2|) ↔ r + s < R) ∧
    (s < R → r < R + s →
      (∀ l : ℕ, HasSum (fun m : ℕ => twoCentreTerm R r s l m) (r ^ l / (R + s) ^ (l + 1))) ∧
      HasSum (fun l : ℕ => ∑' m : ℕ, twoCentreTerm R r s l m) (1 / (R + s - r))) := by
  refine ⟨by rw [abs_summable_iff hR, abs_of_nonneg hr, abs_of_nonneg hs], ?_⟩
  intro hsR hrR
  have hin := inner_hasSum hR (by rwa [abs_of_nonneg hs]) r
  refine ⟨hin, ?_⟩
  have e : (fun l : ℕ => ∑' m : ℕ, twoCentreTerm R r s l m) =
      fun l : ℕ => r ^ l / (R + s) ^ (l + 1) := funext fun l => (hin l).tsum_eq
  rw [e]
  exact oneCentre_hasSum (by linarith) (by rwa [abs_of_nonneg hr])

/-- For `r, s ≥ 0`, in the opposite order, first over `l` and then over `m`, the summation converges
absolutely at each stage exactly when `r + s < R`. -/
theorem reversed_summable_iff {R r s : ℝ} (hR : 0 < R) (hr : 0 ≤ r) (hs : 0 ≤ s) :
    ((∀ m : ℕ, Summable (fun l : ℕ => twoCentreTerm R r s l m)) ∧
      Summable (fun m : ℕ => ∑' l : ℕ, twoCentreTerm R r s l m)) ↔ r + s < R := by
  -- exchanging the two centres exchanges the roles of l and m
  have e : ∀ l m : ℕ, twoCentreTerm R r s l m = twoCentreTerm R (-s) (-r) m l := by
    intro l m
    unfold twoCentreTerm
    rw [neg_neg, add_comm m l, Nat.choose_symm_add]
    ring
  have h := iterated_summable_iff hR (-s) (-r)
  rw [abs_neg, abs_neg, abs_of_nonneg hr, abs_of_nonneg hs] at h
  simp only [e]
  rw [h]
  constructor
  · rintro ⟨_, h2⟩
    linarith
  · intro h2
    exact ⟨by linarith, by linarith⟩

/-- For `r, s ≥ 0` with `r + s < R`, the double series, summed over pairs `(l, m)` in any order,
equals `1 / (R + s - r)`. -/
theorem double_hasSum {R r s : ℝ} (hR : 0 < R) (hr : 0 ≤ r) (hs : 0 ≤ s) (h : r + s < R) :
    HasSum (fun p : ℕ × ℕ => twoCentreTerm R r s p.1 p.2) (1 / (R + s - r)) := by
  obtain ⟨habs, hit⟩ := two_centre_expansion hR hr hs
  have hS := (summable_abs_iff.1 (habs.2 h)).hasSum
  obtain ⟨hin, hout⟩ := hit (by linarith) (by linarith)
  have hrow := hS.prod_fiberwise (fun l => (hin l).summable.hasSum)
  rw [← hrow.unique hout]
  exact hS

/-- At `r = R` and `s = R / 2` the sum over `m` and then `l` converges to `2 / R`, although the
terms are not absolutely summable over pairs. -/
theorem conditional_instance {R : ℝ} (hR : 0 < R) :
    HasSum (fun l : ℕ => ∑' m : ℕ, twoCentreTerm R R (R / 2) l m) (2 / R) ∧
    ¬ Summable (fun p : ℕ × ℕ => |twoCentreTerm R R (R / 2) p.1 p.2|) := by
  obtain ⟨habs, hit⟩ := two_centre_expansion hR hR.le (half_pos hR).le
  constructor
  · have h := (hit (by linarith) (by linarith)).2
    have e : 1 / (R + R / 2 - R) = 2 / R := by
      rw [add_sub_cancel_left, one_div_div]
    rwa [e] at h
  · intro h
    linarith [habs.1 h]

end

end TwoCentreExpansion
```

```lean
#print axioms TwoCentreExpansion.two_centre_expansion
-- 'TwoCentreExpansion.two_centre_expansion' depends on axioms: [propext, Classical.choice, Quot.sound]
#print axioms TwoCentreExpansion.reversed_summable_iff
-- 'TwoCentreExpansion.reversed_summable_iff' depends on axioms: [propext, Classical.choice, Quot.sound]
#print axioms TwoCentreExpansion.double_hasSum
-- 'TwoCentreExpansion.double_hasSum' depends on axioms: [propext, Classical.choice, Quot.sound]
#print axioms TwoCentreExpansion.conditional_instance
-- 'TwoCentreExpansion.conditional_instance' depends on axioms: [propext, Classical.choice, Quot.sound]
```

## Two conditions on the displacements

Let r be the displacement of the first charge from the first centre, towards the second centre, and s the displacement of the second charge from the second centre, away from the first. The term of order (l, m) is

t(l, m) = binom(l+m, l) · r^l · (−s)^m / R^(l+m+1).

This is `twoCentreTerm R r s l m`. The orders l and m are natural numbers starting at zero, and the displacements are real numbers. Here m is the multipole order at the second centre, not a magnetic quantum number.

The main theorem, `two_centre_expansion`, assumes R > 0, r ≥ 0 and s ≥ 0. Its first part says that the sum of |t(l, m)| over all pairs is finite if and only if

r + s < R.

Its second part assumes s < R and r < R + s. For every l, the sum over m then converges to r^l/(R+s)^(l+1), and the sum of these values over l converges to

1/(R + s − r).

In Lean, `HasSum f a` says that the series f converges to a, and `Summable f` that it converges to something. For real series both refer to convergence independent of the order of the terms, which is equivalent to absolute convergence. An iterated sum can nevertheless converge when the double series does not, because cancellation within each row, at fixed l, takes place before the rows are added. The expression `∑' m` denotes the value of a row.

The two conditions differ when s < R and R − s ≤ r < R + s. This range is non-empty as soon as s > 0, and the opening example, proved for every R > 0 as `conditional_instance`, lies in it.

## Charges, spheres and the order of summation

With the first centre at the origin, the charges sit at r and R + s. Their distance is R + s − r as long as the first charge has not reached the second, and the limit of the series is the Coulomb interaction of two unit charges, with the unit-dependent prefactor left out.

The condition r + s < R says that the solid spheres of radii r and s about the two centres have no point in common. Absolute convergence depends only on these radii, not on the directions of the displacements along the axis. The iterated sum does depend on direction: a second charge displaced outwards is further from the first centre, and this leaves more room for r.

The order matters. By `reversed_summable_iff`, for non-negative r and s, summing over l first and then over m converges at each stage exactly when r + s < R, so nothing is gained over absolute convergence. Inside that region, `double_hasSum` shows that the double series may be summed over pairs in any order, with the value 1/(R + s − r).

In full-cell multiple scattering, the spheres that circumscribe neighbouring cells overlap, and the order in which angular-momentum cutoffs are taken to infinity becomes a real concern; the result exhibits this effect for the static Coulomb kernel with both charges on the axis. It does not treat off-axis positions, the energy-dependent Green function, or the error left by finite cutoffs.

## The sums by hand

Start from the geometric series 1/(1 − x) = Σ_k x^k for |x| < 1. Differentiating l times and dividing by l! gives the negative binomial series

Σ_m binom(m+l, l) x^m = 1/(1 − x)^(l+1).

For fixed l, the two-centre term is a constant times a term of this series with x = −s/R:

t(l, m) = [r^l/R^(l+1)] · binom(m+l, l) · (−s/R)^m.

If |s| < R, then 1 − x = (R + s)/R, and therefore

Σ_m t(l, m) = [r^l/R^(l+1)] · [R^(l+1)/(R+s)^(l+1)] = r^l/(R+s)^(l+1).

The multipoles of the second centre have moved the source from distance R to distance R + s. What remains is an ordinary one-centre expansion,

Σ_l r^l/(R+s)^(l+1) = [1/(R+s)] · Σ_l [r/(R+s)]^l,

which is geometric. It converges exactly when |r| < R + s, and its sum is

[1/(R+s)] · 1/(1 − r/(R+s)) = 1/(R + s − r).

The condition |s| < R is also necessary. The row l = 0 is Σ_m (−s)^m/R^(m+1), a geometric series with ratio −s/R, and it converges only if |s| < R. For displacements of either sign, summing over m first therefore converges exactly when

|s| < R and |r| < R + s.

For absolute convergence, take the absolute value of a term:

|t(l, m)| = binom(l+m, l) · |r|^l · |s|^m / R^(l+m+1).

This is again a two-centre term, with r replaced by |r| and s by −|s|. It describes two charges displaced towards each other. A double series of non-negative terms converges exactly when its rows converge and the row sums have a convergent sum, so the criterion just found applies with the new displacements:

|s| < R and |r| < R − |s|.

The second inequality implies the first because |r| ≥ 0, and together they say |r| + |s| < R.

For the opposite order, with r and s non-negative, the sum over l needs r < R and gives

Σ_l t(l, m) = (−s)^m/(R − r)^(m+1).

The remaining sum over m needs s < R − r. Here the first summation shortens the distance to R − r, where the other order lengthened it to R + s.

## How the Lean proof follows these steps

`oneCentre_summable_iff` and `oneCentre_hasSum` contain the geometric series. The first gives the exact criterion |x| < D for a source at distance D, and the second the value 1/(D − x). Both rewrite x^l/D^(l+1) as (x/D)^l · D⁻¹ and then use Mathlib's results on geometric series.

`inner_hasSum` is the sum over m. It takes the negative binomial series from `hasSum_choose_mul_geometric_of_norm_lt_one`, multiplies it by r^l/R^(l+1), and identifies the terms and the value in the equations `e1` and `e2`.

`iterated_summable_iff` combines the two stages. Its intermediate statement `key` says that, once |s| < R, the outer series converges exactly when |r| < R + s. In the forward direction the proof specialises the convergence of all rows to l = 0, which yields |s| < R, and then applies `key`. The reverse direction uses `inner_hasSum` for the rows and `key` for their sum.

`abs_summable_iff` carries out the replacement of (r, s) by (|r|, −|s|). The equation `e` is the identity for the absolute value, `summable_prod_of_nonneg` splits the double series into rows and row sums, and the iterated criterion finishes the argument.

The main theorem specialises this criterion to non-negative displacements and joins `inner_hasSum` to `oneCentre_hasSum` with D = R + s. For the opposite order, `reversed_summable_iff` exchanges the centres: t(l, m) with displacements (r, s) equals the term of order (m, l) with displacements (−s, −r), by the symmetry of the binomial coefficient. The iterated criterion then applies once more.

In `double_hasSum`, absolute convergence first supplies some value for the double sum. `prod_fiberwise` shows that the iterated sum has the same value, and uniqueness of limits identifies it as 1/(R + s − r). Finally, `conditional_instance` inserts r = R and s = R/2 into the main theorem: the iterated value is 2/R, while absolute convergence would require 3R/2 < R.

## Grouping by total order, and a charge at its centre

The expansion could also have been modelled as a single series in the total order n = l + m. The binomial theorem collects all terms of order n into

Σ_(l+m=n) t(l, m) = (r − s)^n/R^(n+1).

This series is geometric with ratio (r − s)/R. It converges exactly when |r − s| < R, again to 1/(R + s − r). For non-negative displacements this admits cases with s ≥ R, such as r = s = R, where neither iterated sum converges. The result for the grouped series rests on the short argument given here, not on a theorem in the file.

When s = 0, the second charge sits at its centre and only the terms with m = 0 survive. The expansion reduces to Σ_l r^l/R^(l+1), and both conditions of the main theorem become r < R. When r = 0, only the row l = 0 survives, and both become s < R. A difference between absolute and iterated convergence therefore needs both charges to be displaced.
